# As a one-dimensional box grows at a fixed number of bands per length, the truncation error of its band sum per length tends to a positive constant

In a GW calculation for a slab, adding vacuum changes the empty states that enter the sum over bands. Here these are modelled by the states of an empty one-dimensional box of length L, and the truncation error is 1/L times the full infinite series over the discarded states. The states are non-interacting, and all have the same matrix element. Each contributes the inverse of its distance in energy from a fixed level below zero kinetic energy. Screening, self-consistency and the other two dimensions of a real slab calculation are left out.

```lean
import Mathlib

open Filter Topology
open scoped Real

namespace VacuumBandConvergence

noncomputable section
```

## Box states and the discarded sum

With hard walls, the states have wavenumbers

k_n = πn/L, n = 1, 2, 3, …

In Lean, L is a real number and n a natural number. The value n = 0 is allowed there too: k_0 = 0 belongs to no state, but it serves as a grid point in the bounds below.

```lean
/-- The grid point `π n / L`. For `n ≥ 1` and `L > 0` it is the wavenumber of the `n`-th state in a
box of length `L`. -/
def waveNumber (L : ℝ) (n : ℕ) : ℝ := π * n / L
```

In units where the kinetic energy is k², state n contributes

t_n = 1/(g + k_n²).

The offset g > 0 stands for the distance in energy from zero kinetic energy in the box down to the energy at which the sum is evaluated. It keeps every denominator positive.

```lean
/-- The term `1 / (g + k_n²)` with `k_n = π n / L`, for an offset `g > 0` and `L > 0`. For `n ≥ 1`
it is the contribution of band `n` in a box of length `L`. -/
def bandTerm (g L : ℝ) (n : ℕ) : ℝ := 1 / (g + waveNumber L n ^ 2)
```

If bands 1 to N are kept, the missing part is

T(N,L) = (1/L) Σ_{n>N} t_n.

The factor 1/L models the weight that a normalised box state has in a region of fixed size, without the dependence of this weight on n and on the position of the region. The code writes n = N + m + 1 with m = 0, 1, 2, …, so N = 0 means that no band is kept.

```lean
/-- The part of the band sum per length that is missing when only the bands up to `N` are kept,
for `g > 0` and `L > 0`. -/
def missingSum (g L : ℝ) (N : ℕ) : ℝ := (1 / L) * ∑' m : ℕ, bandTerm g L (N + m + 1)
```

## The continuum tail

For a long box the sum resembles (1/π) ∫ dq/(g + q²), taken from a cutoff k to infinity. Its closed form is

A(k) = (π/2 − arctan(k/√g))/(π√g).

The code takes this closed form as the definition of `continuumTail`. The bounds at finite box length use only its derivative, sign and limit.

```lean
/-- The continuum tail beyond the wavenumber `k`, in closed form, for `g > 0`. -/
def continuumTail (g k : ℝ) : ℝ := (π / 2 - Real.arctan (k / √g)) / (π * √g)
```

The derivative of arctan(k/√g) is (1/√g)/(1 + k²/g) = √g/(g + k²). Dividing by π√g and restoring the sign gives

A′(k) = −1/(π(g + k²)).

The proof uses the chain rule for the arctangent, and then the identity `e` brings the denominator into this form.

```lean
/-- For `g > 0`, raising the cutoff `k` lowers the continuum tail at the rate
`1 / (π (g + k²))`. -/
theorem hasDerivAt_continuumTail {g : ℝ} (hg : 0 < g) (k : ℝ) :
    HasDerivAt (continuumTail g) (-(1 / (π * (g + k ^ 2)))) k := by
  have hs : 0 < √g := Real.sqrt_pos.2 hg
  have hq : √g ^ 2 = g := Real.sq_sqrt hg.le
  have hk : g + k ^ 2 ≠ 0 := by positivity
  have h1 : HasDerivAt (fun x : ℝ => x / √g) (1 / √g) k := (hasDerivAt_id' k).div_const _
  have h2 := (h1.arctan.const_sub (π / 2)).div_const (π * √g)
  refine h2.congr_deriv ?_
  have e : 1 + (k / √g) ^ 2 = (g + k ^ 2) / g := by
    rw [div_pow, hq]
    field_simp
  rw [e]
  calc _ = -(g / √g ^ 2 / (π * (g + k ^ 2))) := by field_simp
    _ = _ := by rw [hq, div_self hg.ne']
```

Since arctan stays below π/2, A(k) > 0 for every k.

```lean
/-- For `g > 0` the continuum tail is positive at every cutoff. -/
theorem continuumTail_pos {g : ℝ} (hg : 0 < g) (k : ℝ) : 0 < continuumTail g k := by
  have h := Real.arctan_lt_pi_div_two (k / √g)
  exact div_pos (by linarith) (by positivity)
```

Since arctan(k/√g) → π/2 as k → ∞, A(k) → 0.

```lean
/-- For `g > 0` the continuum tail vanishes as the cutoff goes to infinity. -/
theorem tendsto_continuumTail {g : ℝ} (hg : 0 < g) :
    Tendsto (continuumTail g) atTop (𝓝 0) := by
  have hs : 0 < √g := Real.sqrt_pos.2 hg
  have h := (tendsto_nhds_of_tendsto_nhdsWithin Real.tendsto_arctan_atTop).comp
    (tendsto_id.atTop_div_const hs)
  have h2 := (h.const_sub (π / 2)).div_const (π * √g)
  rw [sub_self, zero_div] at h2
  exact h2
```

## Bounds at finite box length

Neighbouring wavenumbers differ by π/L. By the mean value theorem there is a c between k_n and k_{n+1} with

A(k_n) − A(k_{n+1}) = (π/L) · 1/(π(g + c²)) = 1/(L(g + c²)).

The wavenumbers are non-negative, so 1/(g + c²) lies between t_{n+1} and t_n, and

t_{n+1}/L ≤ A(k_n) − A(k_{n+1}) ≤ t_n/L.

In the proof, `exists_hasDerivAt_eq_slope` supplies c, `key` is the equation above, and `gcongr` compares the denominators.

```lean
/-- For `g, L > 0`, the drop of the continuum tail between the neighbouring grid points `π n / L`
and `π (n + 1) / L` lies between the terms `bandTerm` at `n + 1` and at `n`, each divided by `L`. -/
theorem band_step {g L : ℝ} (hg : 0 < g) (hL : 0 < L) (n : ℕ) :
    bandTerm g L (n + 1) / L
        ≤ continuumTail g (waveNumber L n) - continuumTail g (waveNumber L (n + 1)) ∧
      continuumTail g (waveNumber L n) - continuumTail g (waveNumber L (n + 1))
        ≤ bandTerm g L n / L := by
  have hd : waveNumber L (n + 1) - waveNumber L n = π / L := by
    unfold waveNumber
    push_cast
    ring
  have h0 : 0 ≤ waveNumber L n := by unfold waveNumber; positivity
  have hpos : 0 < π / L := by positivity
  have hlt : waveNumber L n < waveNumber L (n + 1) := by linarith
  -- mean value theorem on one spacing of the wavenumber grid
  obtain ⟨c, ⟨hc1, hc2⟩, hc⟩ := exists_hasDerivAt_eq_slope (continuumTail g)
    (fun k => -(1 / (π * (g + k ^ 2)))) hlt
    (fun x _ => (hasDerivAt_continuumTail hg x).continuousAt.continuousWithinAt)
    (fun x _ => hasDerivAt_continuumTail hg x)
  have hc0 : 0 ≤ c := h0.trans hc1.le
  have hgc : g + c ^ 2 ≠ 0 := by positivity
  rw [hd, eq_div_iff hpos.ne'] at hc
  have hc' : -(1 / (π * (g + c ^ 2))) * (π / L)
      = continuumTail g (waveNumber L (n + 1)) - continuumTail g (waveNumber L n) := hc
  have e : -(1 / (π * (g + c ^ 2))) * (π / L) = -(1 / (g + c ^ 2) / L) := by field_simp
  have key : continuumTail g (waveNumber L n) - continuumTail g (waveNumber L (n + 1))
      = 1 / (g + c ^ 2) / L := by linarith
  have hl1 := hc1.le
  have hl2 := hc2.le
  rw [key]
  unfold bandTerm
  constructor <;> gcongr
```

Let S_M be the sum of the first M discarded terms, t_{N+1} + … + t_{N+M}, divided by L. Adding the one-band estimates makes the differences of A telescope:

A(k_{N+1}) − A(k_{N+M+1}) ≤ S_M ≤ A(k_N) − A(k_{N+M}).

The terms are positive and S_M never exceeds A(k_N), so the series converges. As M → ∞, A(k_{N+M+1}) → 0, which leaves

A(k_{N+1}) ≤ T(N,L) ≤ A(k_N)

for every N and every L > 0. The induction `tele` is the telescoping, and `up` is the bound on the partial sums. Convergence is part of the statement because Lean assigns the value 0 to a series that is not summable.

```lean
/-- For `g, L > 0` the series over the bands above `N` converges, and the missing part lies between
the continuum tails beyond `π (N + 1) / L` and beyond `π N / L`. -/
theorem missingSum_bounds {g L : ℝ} (hg : 0 < g) (hL : 0 < L) (N : ℕ) :
    Summable (fun m : ℕ => bandTerm g L (N + m + 1)) ∧
      continuumTail g (waveNumber L (N + 1)) ≤ missingSum g L N ∧
      missingSum g L N ≤ continuumTail g (waveNumber L N) := by
  -- telescoping the one-band estimates
  have tele : ∀ M : ℕ,
      continuumTail g (waveNumber L (N + 1)) - continuumTail g (waveNumber L (N + M + 1))
        ≤ (∑ m ∈ Finset.range M, bandTerm g L (N + m + 1)) / L ∧
      (∑ m ∈ Finset.range M, bandTerm g L (N + m + 1)) / L
        ≤ continuumTail g (waveNumber L N) - continuumTail g (waveNumber L (N + M)) := by
    intro M
    induction M with
    | zero => simp
    | succ M ih =>
      have h1 := (band_step hg hL (N + M)).1
      have h2 := (band_step hg hL (N + M + 1)).2
      rw [Finset.sum_range_succ, add_div, show N + (M + 1) = N + M + 1 from rfl]
      constructor <;> linarith [ih.1, ih.2]
  have up : ∀ M : ℕ, (∑ m ∈ Finset.range M, bandTerm g L (N + m + 1)) / L
      ≤ continuumTail g (waveNumber L N) := fun M => by
    linarith [(tele M).2, continuumTail_pos hg (waveNumber L (N + M))]
  have hsum : Summable (fun m : ℕ => bandTerm g L (N + m + 1)) :=
    summable_of_sum_range_le (fun m => by unfold bandTerm; positivity)
      (fun M => (div_le_iff₀ hL).1 (up M))
  have hs := hsum.hasSum.tendsto_sum_nat.div_const L
  have hT : missingSum g L N = (∑' m : ℕ, bandTerm g L (N + m + 1)) / L := by
    unfold missingSum
    ring
  have hM : Tendsto (fun M : ℕ => N + M + 1) atTop atTop :=
    tendsto_atTop_mono (fun M => by show M ≤ N + M + 1; omega) tendsto_id
  have hk : Tendsto (fun M : ℕ => waveNumber L (N + M + 1)) atTop atTop :=
    (((tendsto_natCast_atTop_atTop (R := ℝ)).comp hM).const_mul_atTop
      Real.pi_pos).atTop_div_const hL
  have hA := ((tendsto_continuumTail hg).comp hk).const_sub
    (continuumTail g (waveNumber L (N + 1)))
  rw [sub_zero] at hA
  rw [hT]
  exact ⟨hsum, le_of_tendsto_of_tendsto' hA hs (fun M => (tele M).1), le_of_tendsto' hs up⟩
```

## Growing the box

Now take sequences L_j → ∞ and N_j with N_j/L_j → ρ. Both cutoffs have the same limit:

k_{N_j} = πN_j/L_j → πρ,

k_{N_j+1} = π(N_j/L_j + 1/L_j) → πρ.

A is continuous, so both bounds tend to A(πρ), and T(N_j,L_j) is squeezed to the same value. In Lean, `Tendsto L atTop atTop` expresses L_j → ∞, and `𝓝 ρ` marks convergence to ρ. The lengths need to be positive only from some index on, which L_j → ∞ guarantees.

```lean
/-- For `g > 0`, if the box grows without bound and the number of bands per length tends to `ρ`,
the missing part tends to the continuum tail beyond the wavenumber `π ρ`. -/
theorem tendsto_missingSum {g ρ : ℝ} (hg : 0 < g) {N : ℕ → ℕ} {L : ℕ → ℝ}
    (hL : Tendsto L atTop atTop) (h : Tendsto (fun j => (N j : ℝ) / L j) atTop (𝓝 ρ)) :
    Tendsto (fun j => missingSum g (L j) (N j)) atTop (𝓝 (continuumTail g (π * ρ))) := by
  have hc : Continuous (continuumTail g) :=
    continuous_iff_continuousAt.2 fun k => (hasDerivAt_continuumTail hg k).continuousAt
  have h0 : Tendsto (fun j => waveNumber (L j) (N j)) atTop (𝓝 (π * ρ)) :=
    (h.const_mul π).congr (fun j => by unfold waveNumber; ring)
  have h1 : Tendsto (fun j => waveNumber (L j) (N j + 1)) atTop (𝓝 (π * ρ)) := by
    have h2 := (h.add (tendsto_inv_atTop_zero.comp hL)).const_mul π
    rw [add_zero] at h2
    refine h2.congr (fun j => ?_)
    simp only [waveNumber, Function.comp_apply]
    push_cast
    ring
  refine tendsto_of_tendsto_of_tendsto_of_le_of_le' ((hc.tendsto _).comp h1)
    ((hc.tendsto _).comp h0) ?_ ?_
  · filter_upwards [hL.eventually_gt_atTop 0] with j hj
    exact (missingSum_bounds hg hj (N j)).2.1
  · filter_upwards [hL.eventually_gt_atTop 0] with j hj
    exact (missingSum_bounds hg hj (N j)).2.2
```

For ρ > 0, the identity π/2 − arctan x = arctan(1/x) with x = πρ/√g > 0 turns the limit into

T(N_j,L_j) → arctan(√g/(πρ))/(π√g) > 0.

The theorem states both the limit and its sign. In this one-dimensional model, increasing the number of bands in proportion to the vacuum therefore holds the error near a constant and does not remove it. A larger ρ gives a smaller constant.

```lean
/-- For `g > 0`, if the box grows without bound at a limiting number `ρ > 0` of bands per length,
the missing part tends to `arctan(√g / (π ρ)) / (π √g)`, which is positive. -/
theorem missingSum_at_fixed_band_density {g ρ : ℝ} (hg : 0 < g) (hρ : 0 < ρ)
    {N : ℕ → ℕ} {L : ℕ → ℝ} (hL : Tendsto L atTop atTop)
    (h : Tendsto (fun j => (N j : ℝ) / L j) atTop (𝓝 ρ)) :
    Tendsto (fun j => missingSum g (L j) (N j)) atTop
        (𝓝 (Real.arctan (√g / (π * ρ)) / (π * √g))) ∧
      0 < Real.arctan (√g / (π * ρ)) / (π * √g) := by
  have hx : 0 < π * ρ / √g := by positivity
  have e : continuumTail g (π * ρ) = Real.arctan (√g / (π * ρ)) / (π * √g) := by
    unfold continuumTail
    rw [← Real.arctan_inv_of_pos hx, inv_div]
  rw [← e]
  exact ⟨tendsto_missingSum hg hL h, continuumTail_pos hg _⟩
```

If N stays fixed, then N/L_j → 0, and the limit is

A(0) = (π/2)/(π√g) = 1/(2√g).

This value does not depend on N. For N = 0 it is the limit of the complete sum, so any fixed number of bands captures a vanishing share of the sum as the box grows.

```lean
/-- For `g > 0`, if the number of bands stays fixed while the box grows without bound, the
missing part tends to `1 / (2 √g)`. -/
theorem missingSum_at_fixed_band_number {g : ℝ} (hg : 0 < g) (N : ℕ) {L : ℕ → ℝ}
    (hL : Tendsto L atTop atTop) :
    Tendsto (fun j => missingSum g (L j) N) atTop (𝓝 (1 / (2 * √g))) := by
  have hs : 0 < √g := Real.sqrt_pos.2 hg
  have h : Tendsto (fun j => (N : ℝ) / L j) atTop (𝓝 0) := tendsto_const_nhds.div_atTop hL
  have e : continuumTail g (π * 0) = 1 / (2 * √g) := by
    unfold continuumTail
    rw [mul_zero, zero_div, Real.arctan_zero, sub_zero]
    field_simp
  rw [← e]
  exact tendsto_missingSum (N := fun _ => N) hg hL h
```

## When the error vanishes

For L_j → ∞,

T(N_j,L_j) → 0 if and only if N_j/L_j → ∞.

Suppose first that T(N_j,L_j) → 0, and let M be any real number. From some index on, L_j ≥ 1 and T(N_j,L_j) < A(π(M + 1)), because the right-hand side is positive. If N_j/L_j < M held at such an index, then

k_{N_j+1} = π(N_j/L_j + 1/L_j) ≤ π(M + 1).

Since A decreases, the lower bound would give T(N_j,L_j) ≥ A(k_{N_j+1}) ≥ A(π(M + 1)), a contradiction. Hence N_j/L_j ≥ M from that index on.

Conversely, if N_j/L_j → ∞, then k_{N_j} → ∞. The upper bound A(k_{N_j}) tends to 0, and T(N_j,L_j) is positive, so it tends to 0 as well.

The two bullets after `constructor` are these two directions. In the first, `hle` is the estimate of the wavenumber and `hanti` the monotonicity of A.

```lean
/-- For `g > 0` and a box that grows without bound, the missing part vanishes in the limit if and
only if the number of bands per length goes to infinity. -/
theorem missingSum_tendsto_zero_iff {g : ℝ} (hg : 0 < g) {N : ℕ → ℕ} {L : ℕ → ℝ}
    (hL : Tendsto L atTop atTop) :
    Tendsto (fun j => missingSum g (L j) (N j)) atTop (𝓝 0) ↔
      Tendsto (fun j => (N j : ℝ) / L j) atTop atTop := by
  constructor
  · intro h
    refine tendsto_atTop.2 fun M => ?_
    filter_upwards [h.eventually_lt_const (continuumTail_pos hg (π * (M + 1))),
      hL.eventually_ge_atTop 1] with j hj hj1
    by_contra hlt
    have hlt' : (N j : ℝ) / L j < M := not_le.1 hlt
    have hpos : 0 < L j := by linarith
    have hinv : 1 / L j ≤ 1 := (div_le_one hpos).2 hj1
    have hw : waveNumber (L j) (N j + 1) = π * ((N j : ℝ) / L j + 1 / L j) := by
      unfold waveNumber
      push_cast
      ring
    have hle : waveNumber (L j) (N j + 1) ≤ π * (M + 1) := by
      rw [hw]
      exact mul_le_mul_of_nonneg_left (by linarith) Real.pi_pos.le
    -- the continuum tail decreases with the cutoff
    have ha := Real.arctan_strictMono.monotone
      (div_le_div_of_nonneg_right hle (Real.sqrt_nonneg g))
    have hanti : continuumTail g (π * (M + 1))
        ≤ continuumTail g (waveNumber (L j) (N j + 1)) :=
      div_le_div_of_nonneg_right (by linarith) (by positivity)
    linarith [(missingSum_bounds hg hpos (N j)).2.1]
  · intro h
    have hk : Tendsto (fun j => waveNumber (L j) (N j)) atTop atTop :=
      (h.const_mul_atTop Real.pi_pos).congr (fun j => by unfold waveNumber; ring)
    refine tendsto_of_tendsto_of_tendsto_of_le_of_le' tendsto_const_nhds
      ((tendsto_continuumTail hg).comp hk) ?_ ?_
    · filter_upwards [hL.eventually_gt_atTop 0] with j hj
      exact (continuumTail_pos hg _).le.trans (missingSum_bounds hg hj (N j)).2.1
    · filter_upwards [hL.eventually_gt_atTop 0] with j hj
      exact (missingSum_bounds hg hj (N j)).2.2

end

end VacuumBandConvergence
```

```lean
#print axioms VacuumBandConvergence.missingSum_at_fixed_band_density
#print axioms VacuumBandConvergence.missingSum_at_fixed_band_number
#print axioms VacuumBandConvergence.missingSum_tendsto_zero_iff
```

```
'VacuumBandConvergence.missingSum_at_fixed_band_density' depends on axioms: [propext, Classical.choice, Quot.sound]
'VacuumBandConvergence.missingSum_at_fixed_band_number' depends on axioms: [propext, Classical.choice, Quot.sound]
'VacuumBandConvergence.missingSum_tendsto_zero_iff' depends on axioms: [propext, Classical.choice, Quot.sound]
```
